# The spatial part of the Pauli-Lubanski vector commutes with energy and momentum

The theorem `W_comm` says that each component of W = HJ − K × P, the spatial part of the Pauli-Lubanski vector, commutes with the energy H and with every component of the momentum P. The generators are elements of an associative algebra over the complex numbers, so no Hilbert space or operator domains enter, and the commutation relations are in units with ħ = c = 1. It is assumed that H and the components of P all commute with one another and transform as a four-vector under the angular momentum J and the boosts K. The sign of K is fixed by [K_i, P_j] = iδ_ij H and [K_i, H] = iP_i; with the opposite sign convention for K, the cross product in W would enter with a plus sign. Nothing is assumed about the commutators of J and K among themselves. The proof takes the components one by one and has `simp` expand each commutator by the product rule and linearity, collected in `leibniz`, and then put in the assumed relations.

In Lean, a first try:

```lean
import Mathlib

open Complex (I)

namespace WComm

noncomputable section

/-- The Levi-Civita symbol on three spatial indices. -/
def eps (i j k : Fin 3) : ℂ :=
  if j = i + 1 ∧ k = i + 2 then 1 else if j = i + 2 ∧ k = i + 1 then -1 else 0

/-- The Kronecker symbol on three spatial indices. -/
def delta (i j : Fin 3) : ℂ := if i = j then 1 else 0

/-- Energy `H`, momentum `P`, angular momentum `J` and boost `K`, as elements of an algebra. -/
structure Generators (A : Type*) where
  H : A
  P : Fin 3 → A
  J : Fin 3 → A
  K : Fin 3 → A

variable {A : Type*} [Ring A] [Algebra ℂ A]

/-- Energy and momentum commute with each other and form a four-vector under `J` and `K`. -/
structure FourMomentum (g : Generators A) : Prop where
  PH : ∀ i, ⁅g.P i, g.H⁆ = 0
  PP : ∀ i j, ⁅g.P i, g.P j⁆ = 0
  JH : ∀ i, ⁅g.J i, g.H⁆ = 0
  JP : ∀ i j, ⁅g.J i, g.P j⁆ = I • ∑ k, eps i j k • g.P k
  KP : ∀ i j, ⁅g.K i, g.P j⁆ = I • delta i j • g.H
  KH : ∀ i, ⁅g.K i, g.H⁆ = I • g.P i

/-- The spatial part `W = H J - K × P` of the Pauli-Lubanski vector. -/
def Generators.W (g : Generators A) (i : Fin 3) : A :=
  g.H * g.J i - ∑ j, ∑ k, eps i j k • (g.K j * g.P k)

variable {g : Generators A}

/-- The commutator obeys the product rule and is linear in each of its two slots. -/
theorem leibniz :
    (∀ a b c : A, ⁅a * b, c⁆ = a * ⁅b, c⁆ + ⁅a, c⁆ * b ∧
      ⁅a, b * c⁆ = ⁅a, b⁆ * c + b * ⁅a, c⁆) ∧
    (∀ a b c : A, ⁅a + b, c⁆ = ⁅a, c⁆ + ⁅b, c⁆ ∧ ⁅a, b + c⁆ = ⁅a, b⁆ + ⁅a, c⁆) ∧
    (∀ a b c : A, ⁅a - b, c⁆ = ⁅a, c⁆ - ⁅b, c⁆ ∧ ⁅a, b - c⁆ = ⁅a, b⁆ - ⁅a, c⁆) ∧
    (∀ a b : A, ⁅-a, b⁆ = -⁅a, b⁆ ∧ ⁅a, -b⁆ = -⁅a, b⁆) ∧
    (∀ (z : ℂ) (a b : A), ⁅z • a, b⁆ = z • ⁅a, b⁆ ∧ ⁅a, z • b⁆ = z • ⁅a, b⁆) := by
  refine ⟨?_, ?_, ?_, ?_, ?_⟩ <;> intros <;> constructor <;>
    simp only [Ring.lie_def, smul_mul_assoc, mul_smul_comm, smul_sub] <;> noncomm_ring

/-- If energy and momentum form a commuting four-vector, each `W i` commutes with both. -/
theorem W_comm (h : FourMomentum g) (i : Fin 3) :
    ⁅g.W i, g.H⁆ = 0 ∧ ∀ l, ⁅g.W i, g.P l⁆ = 0 := by
  have pp : ∀ i j, g.P i * g.P j = g.P j * g.P i := fun i j => by
    have := h.PP i j
    rwa [Ring.lie_def, sub_eq_zero] at this
  have hp : ∀ l, ⁅g.H, g.P l⁆ = 0 := fun l => by
    rw [Ring.lie_def, ← neg_sub, ← Ring.lie_def, h.PH, neg_zero]
  constructor
  · fin_cases i <;>
      simp [Generators.W, Fin.sum_univ_three, leibniz, h.PH, h.JH, h.KH, eps,
        pp 1 0, pp 2 0, pp 2 1]
  · intro l
    fin_cases i <;> fin_cases l <;>
      simp [Generators.W, Fin.sum_univ_three, leibniz, h.PP, hp, h.JP, h.KP, eps, delta]

end

end WComm
```

The compiler's answer:

```
Main.lean:60:2: error: unsolved goals
case left.«0»
A : Type u_1
inst✝¹ : Ring A
inst✝ : Algebra ℂ A
g : Generators A
h : FourMomentum g
pp : ∀ (i j : Fin 3), g.P i * g.P j = g.P j * g.P i
hp : ∀ (l : Fin 3), ⁅g.H, g.P l⁆ = 0
⊢ ⁅g.H, g.H⁆ * g.J 0 = 0

case left.«1»
A : Type u_1
inst✝¹ : Ring A
inst✝ : Algebra ℂ A
g : Generators A
h : FourMomentum g
pp : ∀ (i j : Fin 3), g.P i * g.P j = g.P j * g.P i
hp : ∀ (l : Fin 3), ⁅g.H, g.P l⁆ = 0
⊢ ⁅g.H, g.H⁆ * g.J 1 = 0

case left.«2»
A : Type u_1
inst✝¹ : Ring A
inst✝ : Algebra ℂ A
g : Generators A
h : FourMomentum g
pp : ∀ (i j : Fin 3), g.P i * g.P j = g.P j * g.P i
hp : ∀ (l : Fin 3), ⁅g.H, g.P l⁆ = 0
⊢ ⁅g.H, g.H⁆ * g.J 2 = 0
```

After these edits no error is left:

```diff
@@ -57,7 +57,8 @@
   have hp : ∀ l, ⁅g.H, g.P l⁆ = 0 := fun l => by
     rw [Ring.lie_def, ← neg_sub, ← Ring.lie_def, h.PH, neg_zero]
+  have hh : ⁅g.H, g.H⁆ = 0 := by rw [Ring.lie_def, sub_self]
   constructor
   · fin_cases i <;>
-      simp [Generators.W, Fin.sum_univ_three, leibniz, h.PH, h.JH, h.KH, eps,
+      simp [Generators.W, Fin.sum_univ_three, leibniz, hh, h.PH, h.JH, h.KH, eps,
         pp 1 0, pp 2 0, pp 2 1]
   · intro l
```

The error is in the first half, the commutator with H. For each of the three components, `simp` stops at `⁅g.H, g.H⁆ * g.J i = 0`, with `i` equal to 0, 1 or 2. The term comes from the product rule, which turns `⁅g.H * g.J i, g.H⁆` into `g.H * ⁅g.J i, g.H⁆ + ⁅g.H, g.H⁆ * g.J i`. The first summand vanishes by `h.JH`. The second vanishes because H commutes with itself, but none of the facts handed to `simp` says so, and its default lemmas did not supply it here; the messages don't show why. Everything else, including the cross product, has already cancelled.

The repair proves the missing fact as `hh`: `Ring.lie_def` writes the commutator as `g.H * g.H - g.H * g.H`, and `sub_self` makes that zero. With `hh` added to its list, `simp` removes the leftover term and closes all three goals.
